# Krylov spaces are unchanged by shifting the operator and rescaling it by a nonzero factor

Let V be a vector space over a field F, let A be a linear map from V to itself, and let v be a vector in V. For a natural number m, the Krylov space of order m is

K_m(A, v) = span{ A^k v : k < m }.

For m ≥ 1 this is the span of v, Av, ..., A^(m-1) v. For m = 0 there are no generators and the space is {0}. The order m counts generators and need not equal the dimension, since the generators may be linearly dependent. V may have infinite dimension, and v may be zero.

For scalars a and b in F, write

B = aA + b,

where b stands for b times the identity. If A is a Hamiltonian, a real b moves the zero of energy and a positive a changes the energy unit.

## Why the two spaces agree

The claim is that, for a ≠ 0 and every m,

K_m(B, v) = K_m(A, v).

Two facts about the spaces of A are needed. First, they are nested: if m ≤ n, every generator of K_m(A, v) is also a generator of K_n(A, v). Second, A raises the order by at most one. If x = Σ_{k<m} c_k A^k v, then

Ax = Σ_{k<m} c_k A^(k+1) v,

and all exponents on the right are below m + 1, so Ax lies in K_(m+1)(A, v).

Next, B^k v lies in K_(k+1)(A, v) for every k, by induction. For k = 0 the vector is v, which generates K_1(A, v). For the step from k to k + 1, write

B^(k+1) v = a A(B^k v) + b B^k v.

By the induction hypothesis B^k v is in K_(k+1)(A, v). The first term is therefore in K_(k+2)(A, v), and by nesting so is the second. If k < m, then k + 1 ≤ m, and nesting puts B^k v in K_m(A, v). Every generator of K_m(B, v) is thus in K_m(A, v), which gives

K_m(B, v) ⊆ K_m(A, v).

This inclusion holds for all a and b, including a = 0.

For a ≠ 0 the change of operator can be undone by another of the same kind:

a⁻¹ B − a⁻¹ b = a⁻¹ (aA + b) − a⁻¹ b = A.

Applying the inclusion with B as the original operator, and with a⁻¹ and −a⁻¹b as the coefficients, gives K_m(A, v) ⊆ K_m(B, v). The two spaces are equal.

## What happens when the scale factor is zero

If a = 0, then B^k v = b^k v, and K_m(B, v) is contained in the line span{v}. Suppose that m ≥ 2 and that Av is not a multiple of v. Then Av belongs to K_m(A, v) but not to that line, so the two spaces differ. Under these two assumptions, equality holds exactly when a ≠ 0.

Both assumptions matter. For m = 0 both spaces are {0}, and for m = 1 both are span{v}, whatever a is. If Av is a multiple of v, both spaces are span{v} for every m ≥ 1.

## Ritz values follow the spectrum

Now let the vector space be a complex inner product space. A Ritz pair (θ, x) of A consists of a complex number θ and a nonzero vector x in K_m(A, v) such that

⟨y, Ax − θx⟩ = 0 for every y in K_m(A, v).

The residual for B at the value aθ + b is

Bx − (aθ + b)x = aAx + bx − aθx − bx = a(Ax − θx).

With the inner product linear in its second argument, ⟨y, a(Ax − θx)⟩ = a⟨y, Ax − θx⟩. For a ≠ 0 this vanishes exactly when ⟨y, Ax − θx⟩ does. Since the Krylov space is also the same for both operators, (aθ + b, x) is a Ritz pair of B exactly when (θ, x) is one of A.

For a Hamiltonian represented by a finite matrix, this means that in exact arithmetic a change of energy zero or energy unit alters the approximate energies only by that same change, and leaves the approximate states as they were.

## The definitions in Lean

The general part works over an arbitrary field `F` and an `F`-vector space `V`, with no inner product and no bound on the dimension.

```lean
import Mathlib

namespace KrylovShiftInvariance

variable {F V : Type*} [Field F] [AddCommGroup V] [Module F V]
```

The type `Module.End F V` consists of the linear maps from `V` to itself, with composition as multiplication, so `A ^ k` is A applied k times. Such a map is defined on all of `V`. A finite matrix Hamiltonian fits this description directly, whereas an unbounded operator given only on a dense domain does not.

```lean
/-- The Krylov space of order `m`: the span of `v, A v, ..., A^(m-1) v`. -/
def krylov (A : Module.End F V) (v : V) (m : ℕ) : Submodule F V :=
  Submodule.span F {x | ∃ k < m, x = (A ^ k) v}
```

The set inside the span contains the vectors `(A ^ k) v` with `k < m`, in line with the convention above. `Submodule F V` is the type of linear subspaces, so an equation between two values of `krylov` is an equality of subspaces. It says nothing about particular bases.

```lean
/-- The operator `a A + b`, that is, `A` rescaled by `a` and shifted by `b`. -/
def shiftScale (A : Module.End F V) (a b : F) : Module.End F V :=
  a • A + b • 1
```

In `b • 1` the symbol `1` is the identity operator. No condition is placed on `a` here; the theorems that need `a ≠ 0` state it.

```lean
/-- The rescaled and shifted operator sends `x` to `a A x + b x`. -/
theorem shiftScale_apply (A : Module.End F V) (a b : F) (x : V) :
    shiftScale A a b x = a • A x + b • x := by
  simp [shiftScale]
```

This is the formula Bx = aAx + bx, used whenever the operator meets a vector.

## The inclusion for all coefficients

```lean
/-- One application of `A` takes a vector of the Krylov space of order `m`
into the Krylov space of order `m + 1`. -/
theorem apply_mem_krylov (A : Module.End F V) (v : V) {m : ℕ} {x : V}
    (hx : x ∈ krylov A v m) : A x ∈ krylov A v (m + 1) := by
  have h : krylov A v m ≤ (krylov A v (m + 1)).comap A := by
    refine Submodule.span_le.mpr ?_
    rintro _ ⟨k, hk, rfl⟩
    change A ((A ^ k) v) ∈ krylov A v (m + 1)
    refine Submodule.subset_span ⟨k + 1, by omega, ?_⟩
    rw [pow_succ', Module.End.mul_apply]
  exact h hx
```

This is the statement that A raises the order by at most one. The derivation by hand expanded x in the generators. Lean instead considers the `comap`, the subspace of all vectors that A sends into the space of order `m + 1`. By `Submodule.span_le`, the Krylov space of order `m` lies in that subspace once its generators do. For the generator A^k v, the image is A^(k+1) v, which is a generator of the larger space.

```lean
/-- Krylov spaces of increasing order are nested. -/
theorem krylov_mono (A : Module.End F V) (v : V) {m n : ℕ} (h : m ≤ n) :
    krylov A v m ≤ krylov A v n := by
  refine Submodule.span_mono ?_
  rintro x ⟨k, hk, hx⟩
  exact ⟨k, lt_of_lt_of_le hk h, hx⟩
```

Nesting follows from the generators: an exponent below `m` is also below `n`.

```lean
/-- The vector `(a A + b)^k v` is a combination of `v, A v, ..., A^k v`. -/
theorem shiftScale_pow_mem (A : Module.End F V) (v : V) (a b : F) (k : ℕ) :
    (shiftScale A a b ^ k) v ∈ krylov A v (k + 1) := by
  induction k with
  | zero =>
    refine Submodule.subset_span ⟨0, by omega, ?_⟩
    rw [pow_zero, pow_zero]
  | succ k ih =>
    rw [pow_succ', Module.End.mul_apply, shiftScale_apply]
    -- the first term raises the order by one, the second does not
    exact Submodule.add_mem _
      (Submodule.smul_mem _ _ (apply_mem_krylov A v ih))
      (Submodule.smul_mem _ _ (krylov_mono A v (by omega) ih))
```

The induction is the one carried out above. The rewrite with `pow_succ'` splits off one factor of B on the left, and `shiftScale_apply` expands it into the two terms. `apply_mem_krylov` handles the term containing A, and `krylov_mono` lifts the other to the same order.

```lean
/-- For all scalars `a` and `b`, the Krylov space of `a A + b` is contained in
that of `A`. -/
theorem krylov_shiftScale_le (A : Module.End F V) (v : V) (a b : F) (m : ℕ) :
    krylov (shiftScale A a b) v m ≤ krylov A v m := by
  refine Submodule.span_le.mpr ?_
  rintro _ ⟨k, hk, rfl⟩
  exact krylov_mono A v (by omega) (shiftScale_pow_mem A v a b k)
```

It is again enough to check the generators. A generator B^k v with `k < m` lies in the space of order `k + 1` by the preceding lemma, and nesting takes it into the space of order `m`.

## Equality, and the condition for it

```lean
/-- Shift and scale invariance: for `a ≠ 0`, the operators `a A + b` and `A`
generate the same Krylov space from `v` at every order. -/
theorem krylov_shiftScale (A : Module.End F V) (v : V) {a : F} (ha : a ≠ 0)
    (b : F) (m : ℕ) :
    krylov (shiftScale A a b) v m = krylov A v m := by
  -- a second rescaling and shift recovers the original operator
  have hundo : shiftScale (shiftScale A a b) a⁻¹ (-(a⁻¹ * b)) = A := by
    refine LinearMap.ext fun x => ?_
    simp only [shiftScale_apply, smul_add, smul_smul, inv_mul_cancel₀ ha,
      one_smul, neg_smul]
    abel
  have h := krylov_shiftScale_le (shiftScale A a b) v a⁻¹ (-(a⁻¹ * b)) m
  rw [hundo] at h
  exact le_antisymm (krylov_shiftScale_le A v a b m) h
```

The auxiliary equation `hundo` says that the second rescaling and shift returns A. It is checked on an arbitrary vector, and the hypothesis `ha` enters through a⁻¹a = 1. The inclusion is then applied to the operator `shiftScale A a b`, `hundo` turns the result into the reverse inclusion, and `le_antisymm` combines the two.

```lean
/-- If `A v` is not a multiple of `v` and the order is at least two, the Krylov
spaces of `a A + b` and `A` agree exactly when `a` is nonzero. -/
theorem krylov_shiftScale_eq_iff (A : Module.End F V) (v : V)
    (hv : A v ∉ Submodule.span F {v}) (a b : F) {m : ℕ} (hm : 2 ≤ m) :
    krylov (shiftScale A a b) v m = krylov A v m ↔ a ≠ 0 := by
  refine ⟨fun h ha => hv ?_, fun ha => krylov_shiftScale A v ha b m⟩
  subst ha
  -- for `a = 0` the operator is `b` times the identity, so `v` stays on its line
  have hline : ∀ k : ℕ, (shiftScale A 0 b ^ k) v ∈ Submodule.span F {v} := by
    intro k
    induction k with
    | zero =>
      rw [pow_zero, Module.End.one_apply]
      exact Submodule.mem_span_singleton_self v
    | succ k ih =>
      rw [pow_succ', Module.End.mul_apply, shiftScale_apply, zero_smul, zero_add]
      exact Submodule.smul_mem _ _ ih
  have hle : krylov (shiftScale A 0 b) v m ≤ Submodule.span F {v} := by
    refine Submodule.span_le.mpr ?_
    rintro _ ⟨k, _, rfl⟩
    exact hline k
  have hAv : A v ∈ krylov A v m :=
    Submodule.subset_span ⟨1, by omega, by rw [pow_one]⟩
  rw [← h] at hAv
  exact hle hAv
```

The hypothesis `hv` says that `A v` is outside the line through `v`. It excludes eigenvectors and also the zero vector, for which `A v` would be zero and so in the span. One direction of the equivalence is the invariance theorem. For the other, the proof assumes that the spaces are equal and that `a` is zero. With `a = 0` the operator is `b` times the identity; `hline` shows by induction that all its powers keep `v` on its line, and `hle` extends this to the whole Krylov space. Since `m` is at least two, `A v` is in the Krylov space of A. The assumed equality then puts it on the line, contradicting `hv`.

## Ritz pairs in Lean

```lean
section Ritz

variable {E : Type*} [NormedAddCommGroup E] [InnerProductSpace ℂ E]

/-- A Ritz pair of `A`: a number `θ` and a nonzero vector `x` of the Krylov space
whose residual `A x - θ x` is orthogonal to that space. -/
def IsRitzPair (A : Module.End ℂ E) (v : E) (m : ℕ) (θ : ℂ) (x : E) : Prop :=
  x ∈ krylov A v m ∧ x ≠ 0 ∧
    ∀ y ∈ krylov A v m, inner ℂ y (A x - θ • x) = 0
```

The scalars are now complex and `E` carries an inner product, but `E` need not be complete and `A` need not be Hermitian. Accordingly `θ` is a complex number. The expression `inner ℂ y (A x - θ • x)` is linear in its second argument, as in the physicist's bracket. The vector `x` must be nonzero but need not be normalised; dividing it by its norm gives a unit vector with the same Ritz value. At order zero there are no Ritz pairs, because the space contains only the zero vector.

```lean
/-- For `a ≠ 0`, the pair `(a θ + b, x)` is a Ritz pair of `a A + b` exactly when
`(θ, x)` is a Ritz pair of `A`, with the same starting vector and order. -/
theorem isRitzPair_shiftScale_iff (A : Module.End ℂ E) (v : E) (m : ℕ)
    {a : ℂ} (ha : a ≠ 0) (b θ : ℂ) (x : E) :
    IsRitzPair (shiftScale A a b) v m (a * θ + b) x ↔ IsRitzPair A v m θ x := by
  -- the residual is only multiplied by `a`
  have hres : shiftScale A a b x - (a * θ + b) • x = a • (A x - θ • x) := by
    rw [shiftScale_apply]
    module
  unfold IsRitzPair
  rw [krylov_shiftScale A v ha b m, hres]
  simp only [inner_smul_right, mul_eq_zero, ha, false_or]

end Ritz

end KrylovShiftInvariance
```

The equation `hres` is the residual identity derived above. After the definition is unfolded, `krylov_shiftScale` replaces the Krylov space of B by that of A in both the membership and the orthogonality conditions. The last line takes the factor `a` out of the inner product and cancels it, using `ha`. The theorem relates the Ritz pairs of the two operators and makes no statement about how close a Ritz value is to an eigenvalue.

```lean
#print axioms KrylovShiftInvariance.krylov_shiftScale
-- 'KrylovShiftInvariance.krylov_shiftScale' depends on axioms: [propext, Classical.choice, Quot.sound]
#print axioms KrylovShiftInvariance.krylov_shiftScale_eq_iff
-- 'KrylovShiftInvariance.krylov_shiftScale_eq_iff' depends on axioms: [propext, Classical.choice, Quot.sound]
#print axioms KrylovShiftInvariance.isRitzPair_shiftScale_iff
-- 'KrylovShiftInvariance.isRitzPair_shiftScale_iff' depends on axioms: [propext, Classical.choice, Quot.sound]
```

## A rescaled Hamiltonian in a Lanczos calculation

Let H be a Hermitian matrix, and let the columns of Q be an orthonormal basis of K_m(H, v), as produced by the Lanczos method. The Ritz values of H are the eigenvalues of the small matrix T = Q†HQ. For the shifted and rescaled Hamiltonian the same Q can be kept, and the small matrix becomes

Q†(aH + b)Q = aT + b.

A program that works internally with (H − c)/h, where c is a real energy and h > 0 an energy scale, has a = 1/h and b = −c/h. It returns Ritz values μ, which are converted back by

θ = hμ + c.

For the same vector x, the norm of the residual is multiplied by |a| = 1/h, so an absolute convergence threshold must be multiplied by the same factor if the test is to be equivalent to the one for H. With a negative real a, which this program does not use, the order of the Ritz values would be reversed: the lowest Ritz value of H would correspond to the highest one of aH + b.

## Polynomials of higher degree

The induction for the inclusion also gives a bound for other polynomials in A. Let p be a polynomial of degree at most d, and let m ≥ 1. For k < m, p(A)^k v is a combination of the vectors A^j v with j ≤ dk ≤ d(m − 1), and therefore

K_m(p(A), v) ⊆ K_(d(m−1)+1)(A, v).

For d = 1 the order on the right is m, which is the inclusion found for aA + b. This extension is argued here in prose only and is absent from the Lean file. For d ≥ 2 the step that undoes the change of operator is no longer available in general, and equality can fail: if A² is the identity and Av is not a multiple of v, then K_2(A², v) is only the line through v, while K_2(A, v) is a plane.
